# In redundant internal coordinates, the Cartesian Hessian $B^TFB$ fixes the diagonal force constant $F_{ii}$ exactly when the orthogonal projector $P$ onto the range of $B$ has $P_{ii}=1$

## Two fits, one Hessian, different stretching constants

I take the Cartesian Hessian of a molecule to be $B^TFB$, without the term from the curvature of the internal coordinates. Here $B$ turns Cartesian displacements into internal ones, and $F$ is the symmetric matrix of internal force constants.

My coordinate list contains the same bond stretch twice, as coordinates 0 and 1, and one independent coordinate, 2. Two fits reproduce the Hessian equally well. In arbitrary units, the first has $F_{00}=F_{11}=1$ and $F_{01}=0$; the second has $K_{00}=5$, $K_{11}=1$ and $K_{01}=-2$. All other entries agree.

Is $F_{00}$ then meaningless while $F_{22}$ is not? For a general redundant set, how do I tell which diagonal constants the Hessian determines? And if several are undetermined, can I choose them all freely, or does choosing one restrict the others?

## The diagonal entries of the projector decide

With the Hessian taken as $B^TFB$, the test is the diagonal of $P$, the orthogonal projector onto the range of $B$. If $P_{ii}=1$, the Hessian determines $F_{ii}$. If $P_{ii}<1$, it leaves $F_{ii}$ completely open, and all such constants can be prescribed at once, provided that the off-diagonal constants may adjust. In your example $P$ has diagonal $1/2,\,1/2,\,1$, so $F_{00}$ and $F_{11}$ are free and $F_{22}$ is fixed.

**When two force-constant matrices agree.** The projector satisfies $P^T=P$ and $P^2=P$, and it has the same range as $B$. Every column of $B$ therefore has the form $Px$, and $P(Px)=Px$, so $PB=B$. Conversely, every column of $P$ lies in the range of $B$, so $P=BC$ for some matrix $C$. Transposing gives $B^TP=B^T$ and $P=C^TB^T$. Hence, for every $X$,

$$PXP=C^T(B^TXB)C,\qquad B^TXB=B^T(PXP)B.$$

The first identity shows that equal Hessians give $PFP=PKP$; the second gives the converse.

**Why $P_{ii}=1$ fixes the constant.** Symmetry and idempotence give

$$\sum_j P_{ij}^2=\sum_j P_{ij}P_{ji}=(P^2)_{ii}=P_{ii}.$$

In particular $P_{ii}^2\le P_{ii}$, so $P_{ii}\le 1$. If $P_{ii}=1$, the squares with $j\ne i$ sum to zero, and row $i$ of $P$ is a unit vector. By symmetry so is column $i$. Then $(PXP)_{ii}=\sum_{j,k}P_{ij}X_{jk}P_{ki}=X_{ii}$ for every $X$, and $PKP=PFP$ forces $K_{ii}=F_{ii}$.

**Why the others are free.** Let $c_i$ be the desired diagonal constants, with $c_i=F_{ii}$ wherever $P_{ii}=1$. Take a diagonal matrix $A$ with entries $a_i$ and set

$$K=F+A-PAP.$$

This is symmetric, and $PKP=PFP+PAP-P^2AP^2=PFP$, so the Hessian is unchanged. Its diagonal is

$$K_{ii}=F_{ii}+a_i-\sum_j P_{ij}^2a_j.$$

We need $a_i-\sum_jP_{ij}^2a_j=c_i-F_{ii}$ whenever $P_{ii}<1$. Complete these equations to a square system $Ma=d$ with $d_i=c_i-F_{ii}$, using identity rows where $P_{ii}=1$. In a row with $P_{ii}<1$, the diagonal entry of $M$ is $1-P_{ii}^2$, and the absolute values of the other entries sum to $P_{ii}-P_{ii}^2$, which is strictly smaller. An identity row has diagonal entry 1 and zeros elsewhere. So $M$ is strictly diagonally dominant, hence invertible, and a suitable $a$ exists. Where $P_{ii}=1$, the previous argument already gives $K_{ii}=F_{ii}=c_i$.

In your example, $F_{00}$, $F_{11}$ and $F_{01}$ enter the Hessian only through the sum $F_{00}+F_{11}+2F_{01}$. This is 2 for the first fit and $5+1-4=2$ for the second.

**The statement in Lean.** The finite index types `m` and `n` label internal and Cartesian coordinates. The matrix `B` contains plain real numbers, so lengths and angles must first be put on chosen numerical scales. `IsRangeProjector B P` says that `P` is symmetric and idempotent and that a vector is of the form `P *ᵥ x` exactly when it is of the form `B *ᵥ q`. This describes the projector by its properties and needs no pseudoinverse formula; `P` is supplied together with these properties. `cartesianHessian B F` is $B^TFB$.

The theorems say the following:

- `hessian_eq_iff`: two matrices give the same Hessian exactly when $PFP=PKP$. Neither matrix needs to be symmetric here.
- `attainable_diagonals`: for symmetric `F`, a list `c` is the diagonal of some symmetric `K` with the same Hessian exactly when `c i = F i i` for every `i` with `P i i = 1`.
- `diagonal_arbitrary`: for symmetric `F` and `P i i < 1`, one diagonal constant can be given any real value while all other diagonal constants and the Hessian stay the same.
- `isRangeProjector_witness`: for the matrix `B` with rows $(1,0)$, $(1,0)$ and $(0,1)$, the range projector is a $3\times3$ matrix with diagonal $1/2,\,1/2,\,1$. Your own `B` has the same range, and so the same projector, because its first two rows are equal and the third is linearly independent of them.

The omitted curvature term is $\sum_i g_i\nabla^2 s_i$, where $s_i$ is an internal coordinate and $g_i$ the derivative of the energy with respect to it. It vanishes where all $g_i$ are zero, and it cancels when two models with the same $g_i$ are compared at the same geometry. The matrix `K` is required only to be symmetric: it need not be positive semidefinite, and its off-diagonal couplings are unrestricted. A force field without such couplings can leave less freedom. In your example, a diagonal `K` would have to keep $K_{00}+K_{11}$ fixed.

```lean
import Mathlib

open Matrix

namespace AmbiguousForceConstants

variable {m n : Type*} [Fintype m] [DecidableEq m] [Fintype n] [DecidableEq n]

/-- `P` is the orthogonal projector onto the range of `B`, the space of internal displacements
that Cartesian displacements can produce. -/
structure IsRangeProjector (B : Matrix m n ℝ) (P : Matrix m m ℝ) : Prop where
  symmetric : Pᵀ = P
  idem : P * P = P
  range : ∀ v, (∃ x, P *ᵥ x = v) ↔ ∃ q, B *ᵥ q = v

/-- The Cartesian Hessian `Bᵀ F B` produced by the internal force constants `F`, without the
term from the curvature of the coordinates. -/
def cartesianHessian (B : Matrix m n ℝ) (F : Matrix m m ℝ) : Matrix n n ℝ := Bᵀ * F * B

omit [DecidableEq m] in
/-- The projector leaves the columns of `B` unchanged. -/
theorem IsRangeProjector.mul_eq {B : Matrix m n ℝ} {P : Matrix m m ℝ}
    (h : IsRangeProjector B P) : P * B = B := by
  ext i j
  obtain ⟨x, hx⟩ := (h.range (B *ᵥ Pi.single j 1)).2 ⟨_, rfl⟩
  have h1 : P *ᵥ (B *ᵥ Pi.single j 1) = B *ᵥ Pi.single j 1 := by
    rw [← hx, Matrix.mulVec_mulVec, h.idem]
  rw [Matrix.mulVec_mulVec] at h1
  have h2 := congrFun h1 i
  simpa only [Matrix.mulVec_single_one, Matrix.col_apply] using h2

omit [DecidableEq n] in
/-- The projector factors through `B`: each of its columns is an internal displacement produced
by some Cartesian displacement. -/
theorem IsRangeProjector.exists_factor {B : Matrix m n ℝ} {P : Matrix m m ℝ}
    (h : IsRangeProjector B P) : ∃ C : Matrix n m ℝ, P = B * C := by
  have h1 : ∀ j, ∃ q, B *ᵥ q = P *ᵥ Pi.single j 1 := fun j => (h.range _).1 ⟨_, rfl⟩
  choose q hq using h1
  refine ⟨Matrix.of fun a j => q j a, ?_⟩
  ext i j
  have h2 := congrFun (hq j) i
  simp only [Matrix.mulVec_single_one, Matrix.col_apply] at h2
  rw [← h2]
  simp [Matrix.mul_apply, Matrix.mulVec, dotProduct]

/-- Two sets of internal force constants give the same Cartesian Hessian exactly when their
projections onto the range of `B` agree. -/
theorem hessian_eq_iff {B : Matrix m n ℝ} {P : Matrix m m ℝ} (h : IsRangeProjector B P)
    (F K : Matrix m m ℝ) :
    cartesianHessian B F = cartesianHessian B K ↔ P * F * P = P * K * P := by
  unfold cartesianHessian
  constructor
  · intro e
    obtain ⟨C, hC⟩ := h.exists_factor
    have hT : P = Cᵀ * Bᵀ := by rw [← Matrix.transpose_mul, ← hC, h.symmetric]
    have key : ∀ X : Matrix m m ℝ, P * X * P = Cᵀ * (Bᵀ * X * B) * C := fun X => calc
      P * X * P = (Cᵀ * Bᵀ) * X * (B * C) := by rw [← hT, ← hC]
      _ = _ := by simp only [Matrix.mul_assoc]
    rw [key F, key K, e]
  · intro e
    have hT : Bᵀ * P = Bᵀ := by
      have h1 := congrArg Matrix.transpose h.mul_eq
      rwa [Matrix.transpose_mul, h.symmetric] at h1
    have key : ∀ X : Matrix m m ℝ, Bᵀ * X * B = Bᵀ * (P * X * P) * B := fun X => calc
      Bᵀ * X * B = (Bᵀ * P) * X * (P * B) := by rw [hT, h.mul_eq]
      _ = _ := by simp only [Matrix.mul_assoc]
    rw [key F, key K, e]

omit [DecidableEq m] [DecidableEq n] in
/-- The squared entries in a row of the projector sum to its diagonal entry. -/
theorem IsRangeProjector.sum_sq {B : Matrix m n ℝ} {P : Matrix m m ℝ}
    (h : IsRangeProjector B P) (i : m) : ∑ j, P i j ^ 2 = P i i := by
  have hs : ∀ j, P j i = P i j := fun j => congrFun (congrFun h.symmetric i) j
  calc ∑ j, P i j ^ 2 = ∑ j, P i j * P j i :=
        Finset.sum_congr rfl fun j _ => by rw [hs j, sq]
    _ = (P * P) i i := Matrix.mul_apply.symm
    _ = P i i := by rw [h.idem]

/-- If `P i i = 1`, the diagonal force constant of coordinate `i` is fixed by the Cartesian
Hessian. -/
theorem diagonal_determined {B : Matrix m n ℝ} {P F K : Matrix m m ℝ}
    (h : IsRangeProjector B P) {i : m} (hi : P i i = 1)
    (e : cartesianHessian B K = cartesianHessian B F) : K i i = F i i := by
  -- row `i` of the projector is a unit vector
  have hrow : ∀ j, P i j = if i = j then 1 else 0 := by
    intro j
    by_cases hj : i = j
    · subst hj
      simp [hi]
    · have h1 := Finset.add_sum_erase Finset.univ (fun k => P i k ^ 2) (Finset.mem_univ i)
      have h2 : P i j ^ 2 ≤ ∑ k ∈ Finset.univ.erase i, P i k ^ 2 :=
        Finset.single_le_sum (f := fun k => P i k ^ 2) (fun k _ => sq_nonneg _)
          (Finset.mem_erase.2 ⟨Ne.symm hj, Finset.mem_univ j⟩)
      have h3 := h.sum_sq i
      simp only [hi] at h1 h3
      have h4 : P i j ^ 2 = 0 := le_antisymm (by linarith) (sq_nonneg _)
      rw [if_neg hj]
      exact pow_eq_zero_iff two_ne_zero |>.1 h4
  have hcol : ∀ j, P j i = if i = j then 1 else 0 := fun j =>
    (congrFun (congrFun h.symmetric i) j).trans (hrow j)
  have key : ∀ X : Matrix m m ℝ, (P * X * P) i i = X i i := fun X => by
    simp [Matrix.mul_apply, hrow, hcol]
  rw [← key K, ← key F, (hessian_eq_iff h K F).1 e]

omit [DecidableEq n] in
/-- Shifts `a` of the diagonal force constants can be chosen so that, after their projected part
is removed, every coordinate with `P i i < 1` receives a prescribed net shift `d i`. -/
theorem exists_shift {B : Matrix m n ℝ} {P : Matrix m m ℝ} (h : IsRangeProjector B P)
    (d : m → ℝ) : ∃ a : m → ℝ, ∀ i, P i i < 1 → a i - ∑ j, P i j ^ 2 * a j = d i := by
  obtain ⟨M, hM⟩ : ∃ M : Matrix m m ℝ, ∀ i j, M i j =
      (if i = j then 1 else 0) - (if P i i < 1 then P i j ^ 2 else 0) :=
    ⟨Matrix.of fun i j => _, fun _ _ => rfl⟩
  -- the linear system is strictly diagonally dominant
  have hdet : M.det ≠ 0 := by
    apply det_ne_zero_of_sum_row_lt_diag
    intro k
    by_cases hk : P k k < 1
    · have h1 : ∑ j ∈ Finset.univ.erase k, ‖M k j‖ = ∑ j ∈ Finset.univ.erase k, P k j ^ 2 := by
        refine Finset.sum_congr rfl fun j hj => ?_
        rw [hM, if_neg (Finset.ne_of_mem_erase hj).symm, if_pos hk, zero_sub, norm_neg,
          Real.norm_of_nonneg (sq_nonneg _)]
      have h2 := Finset.add_sum_erase Finset.univ (fun j => P k j ^ 2) (Finset.mem_univ k)
      have h3 := h.sum_sq k
      have h4 : M k k = 1 - P k k ^ 2 := by rw [hM, if_pos rfl, if_pos hk]
      have h5 := Real.le_norm_self (M k k)
      rw [h1]
      exact lt_of_lt_of_le (by linarith) h5
    · have h1 : ∑ j ∈ Finset.univ.erase k, ‖M k j‖ = 0 := by
        refine Finset.sum_eq_zero fun j hj => ?_
        rw [hM, if_neg (Finset.ne_of_mem_erase hj).symm, if_neg hk, sub_zero, norm_zero]
      rw [h1, hM, if_pos rfl, if_neg hk]
      norm_num
  obtain ⟨a, ha⟩ : ∃ a, M *ᵥ a = d := ⟨M⁻¹ *ᵥ d, by
    rw [Matrix.mulVec_mulVec, Matrix.mul_nonsing_inv M (isUnit_iff_ne_zero.2 hdet),
      Matrix.one_mulVec]⟩
  refine ⟨a, fun i hi => ?_⟩
  have h1 := congrFun ha i
  simpa only [Matrix.mulVec, dotProduct, hM, if_pos hi, sub_mul, Finset.sum_sub_distrib,
    ite_mul, one_mul, zero_mul, Finset.sum_ite_eq, Finset.mem_univ, if_true] using h1

/-- For symmetric `F`, the values `c` are the diagonal of some symmetric force-constant matrix
with the same Cartesian Hessian exactly when `c i = F i i` for every coordinate with
`P i i = 1`. -/
theorem attainable_diagonals {B : Matrix m n ℝ} {P F : Matrix m m ℝ}
    (h : IsRangeProjector B P) (hF : F.IsSymm) (c : m → ℝ) :
    (∃ K : Matrix m m ℝ, K.IsSymm ∧ cartesianHessian B K = cartesianHessian B F ∧
      ∀ i, K i i = c i) ↔ ∀ i, P i i = 1 → c i = F i i := by
  constructor
  · rintro ⟨K, -, e, hd⟩ i hi
    rw [← hd i, diagonal_determined h hi e]
  · intro hc
    obtain ⟨a, ha⟩ := exists_shift h (fun i => c i - F i i)
    -- add a diagonal matrix and remove its projected part
    have e : cartesianHessian B (F + (diagonal a - P * diagonal a * P)) =
        cartesianHessian B F := by
      rw [hessian_eq_iff h]
      have h1 : P * (F + (diagonal a - P * diagonal a * P)) * P =
          P * F * P + (P * diagonal a * P - (P * P) * diagonal a * (P * P)) := by
        noncomm_ring
      rw [h1, h.idem, sub_self, add_zero]
    refine ⟨_, ?_, e, fun i => ?_⟩
    · simp only [Matrix.IsSymm, Matrix.transpose_add, Matrix.transpose_sub,
        Matrix.transpose_mul, Matrix.diagonal_transpose, h.symmetric, hF.eq, Matrix.mul_assoc]
    · by_cases hi : P i i = 1
      · rw [diagonal_determined h hi e, hc i hi]
      · have hle : P i i ≤ 1 := by
          have h1 : P i i ^ 2 ≤ ∑ j, P i j ^ 2 :=
            Finset.single_le_sum (f := fun j => P i j ^ 2) (fun j _ => sq_nonneg _)
              (Finset.mem_univ i)
          rw [h.sum_sq i] at h1
          nlinarith
        have h2 : (P * diagonal a * P) i i = ∑ j, P i j ^ 2 * a j := by
          rw [Matrix.mul_apply]
          refine Finset.sum_congr rfl fun j _ => ?_
          have hs : P j i = P i j := congrFun (congrFun h.symmetric i) j
          rw [Matrix.mul_diagonal, hs]
          ring
        have h3 := ha i (lt_of_le_of_ne hle hi)
        rw [Matrix.add_apply, Matrix.sub_apply, h2, Matrix.diagonal_apply_eq]
        linarith

/-- If `F` is symmetric and `P i i < 1`, the diagonal force constant of coordinate `i` can be
given any real value, with all other diagonal force constants and the Cartesian Hessian kept. -/
theorem diagonal_arbitrary {B : Matrix m n ℝ} {P F : Matrix m m ℝ}
    (h : IsRangeProjector B P) (hF : F.IsSymm) {i : m} (hi : P i i < 1) (c : ℝ) :
    ∃ K : Matrix m m ℝ, K.IsSymm ∧ cartesianHessian B K = cartesianHessian B F ∧
      K i i = c ∧ ∀ j, j ≠ i → K j j = F j j := by
  obtain ⟨K, hK, e, hd⟩ :=
    (attainable_diagonals h hF (Function.update (fun j => F j j) i c)).2 (fun j hj => by
      have hne : j ≠ i := by
        rintro rfl
        linarith
      simp [hne])
  exact ⟨K, hK, e, by simp [hd], fun j hj => by simp [hd, hj]⟩

/-- Two identical coordinates and one independent coordinate: the projector has diagonal entries
`1/2`, `1/2` and `1`. -/
theorem isRangeProjector_witness :
    IsRangeProjector (!![1, 0; 1, 0; 0, 1] : Matrix (Fin 3) (Fin 2) ℝ)
      !![1/2, 1/2, 0; 1/2, 1/2, 0; 0, 0, 1] where
  symmetric := by
    ext i j
    fin_cases i <;> fin_cases j <;> simp
  idem := by
    ext i j
    fin_cases i <;> fin_cases j <;> simp [Matrix.mul_apply, Fin.sum_univ_three] <;> norm_num
  range := by
    intro v
    constructor
    · rintro ⟨x, rfl⟩
      refine ⟨![(x 0 + x 1) / 2, x 2], ?_⟩
      ext i
      fin_cases i <;>
        simp [Matrix.mulVec, dotProduct, Fin.sum_univ_three, Fin.sum_univ_two] <;> ring
    · rintro ⟨q, rfl⟩
      refine ⟨![q 0, q 0, q 1], ?_⟩
      ext i
      fin_cases i <;>
        simp [Matrix.mulVec, dotProduct, Fin.sum_univ_three, Fin.sum_univ_two] <;> ring

end AmbiguousForceConstants
```

```lean
#print axioms AmbiguousForceConstants.hessian_eq_iff
#print axioms AmbiguousForceConstants.diagonal_arbitrary
```

```
'AmbiguousForceConstants.hessian_eq_iff' depends on axioms: [propext, Classical.choice, Quot.sound]
'AmbiguousForceConstants.diagonal_arbitrary' depends on axioms: [propext, Classical.choice, Quot.sound]
```

**How the Lean proof is built.** `IsRangeProjector.mul_eq` proves $PB=B$ column by column, by applying `B` to the unit vectors `Pi.single j 1`. In `IsRangeProjector.exists_factor`, `choose` picks a Cartesian displacement for each column of `P`, and these displacements become the columns of `C`. The two `key` identities in `hessian_eq_iff` are the two displayed formulas for $PXP$ and $B^TXB$.

`IsRangeProjector.sum_sq` is the row-sum identity. In `diagonal_determined`, a single square is bounded by the sum of all squares outside the diagonal, which is zero; this gives `hrow`, and symmetry gives `hcol`. The local `key` then reads off $(PXP)_{ii}=X_{ii}$.

`exists_shift` sets up the matrix $M$ and treats its two kinds of row separately. The Mathlib theorem `det_ne_zero_of_sum_row_lt_diag` turns strict diagonal dominance into a nonzero determinant, and the solution is `M⁻¹ *ᵥ d`.

In `attainable_diagonals`, the forward direction is `diagonal_determined`. The reverse direction builds $F+A-PAP$; `noncomm_ring` expands its projection, and `h.idem` makes the added part cancel. The diagonal is then checked in the cases `P i i = 1` and `P i i < 1`, with `nlinarith` supplying $P_{ii}\le1$ from $P_{ii}^2\le P_{ii}$. `diagonal_arbitrary` applies this result to the diagonal of `F` with one entry replaced through `Function.update`. The witness is checked entry by entry, with explicit preimages for both directions of the range condition.

**What this means for your fits.** Within this harmonic model without the curvature term, and with off-diagonal couplings allowed, a diagonal force constant with $P_{ii}<1$ should not be read as a bond or angle stiffness determined by the Hessian alone. Comparing such constants between molecules or electronic-structure methods requires a further convention that fixes their values. Your $F_{22}$ needs no such convention once the coordinate list is given, although replacing the other coordinates in the list can change its value.
